# The overlap of two k-particle Slater determinants is the determinant of their orbital overlaps

## Fermions given by relations

Fock space is not constructed here, except for two modes as a check at the end. The operators act on an arbitrary complex inner-product space $H$ and are known only through their relations. For a finite set of modes $p$, there are annihilators $a_p$, creators $c_p$ and a vacuum $v$ with

$$\langle c_p x,y\rangle=\langle x,a_p y\rangle,\qquad a_pc_q+c_qa_p=\delta_{pq},\qquad a_pv=0,\qquad \|v\|=1 .$$

The relation $c_pc_q+c_qc_p=0$ is not assumed. The sign change of a Slater determinant under exchange of two orbitals follows from the mixing rule below.

An orbital is a coefficient vector $f=(f_p)$ over orthonormal modes, with $\langle f,g\rangle=\sum_p\overline{f_p}\,g_p$. Put

$$c(f)=\sum_p f_p c_p,\qquad a(f)=\sum_p \overline{f_p}\,a_p,\qquad S(f_0,\dots,f_{k-1})=c(f_0)\cdots c(f_{k-1})v .$$

The orbitals need be neither orthogonal nor normalised.

## Overlap, vanishing and mixing

For every $k\ge 0$:

- `inner_slater`: $\langle S(f),S(g)\rangle=\det M$, where $M_{ij}=\langle f_i,g_j\rangle$.
- `slater_eq_zero_iff`: $S(f)=0$ exactly when the $f_i$ are linearly dependent.
- `slater_mix`: if $f'_j=\sum_i U_{ij}f_i$, then $S(f')=\det U\; S(f)$.

In Lean, `ι` is the set of modes, `EuclideanSpace ℂ ι` the orbital space, and `IsFermiVacuum a c v` the four relations. `create`, `annihilate`, `slater` and `overlap` are $c(f)$, $a(f)$, $S$ and $M$. Orbitals are numbered by `Fin k`, hence from 0. The inner product is conjugate-linear in its first argument.

`slater` is unnormalised. For independent orbitals the normalised overlap is

$$\frac{\det M}{\sqrt{\det G_f\,\det G_g}},\qquad (G_f)_{ij}=\langle f_i,f_j\rangle .$$

The first formula gives the overlaps needed in configuration interaction with non-orthogonal determinants, in a finite orbital basis and for equal particle numbers. For electrons the modes are spin orbitals. If the coefficients refer to a non-orthogonal basis with overlap matrix $s_{pq}$, as with atomic orbitals, then $\langle f,g\rangle=\sum_{p,q}\overline{f_p}\,s_{pq}\,g_q$ takes the place of the plain sum. Hamiltonian matrix elements and infinitely many modes are not treated.

## Removing one orbital at a time

The adjoint relation extends to orbitals by linearity:

$$\langle c(f)x,y\rangle=\sum_p\overline{f_p}\langle x,a_py\rangle=\langle x,a(f)y\rangle .$$

So does the anticommutator:

$$a(h)c(g)+c(g)a(h)=\sum_{p,q}\overline{h_p}\,g_q\,\delta_{pq}=\langle h,g\rangle .$$

For $k+1$ orbitals this yields

$$a(h)S(g_0,\dots,g_k)=\sum_{j=0}^{k}(-1)^j\langle h,g_j\rangle\,S(g_0,\dots,\widehat{g_j},\dots,g_k),$$

where the hat marks the orbital left out. For one orbital, $a(h)c(g_0)v=\langle h,g_0\rangle v-c(g_0)a(h)v=\langle h,g_0\rangle v$. For more,

$$a(h)c(g_0)S(g_1,\dots,g_k)=\langle h,g_0\rangle S(g_1,\dots,g_k)-c(g_0)\,a(h)S(g_1,\dots,g_k).$$

The first term is $j=0$. In the second, the formula for $k$ orbitals gives $g_j$ the sign $(-1)^{j-1}$, and the minus sign turns it into $(-1)^j$.

Now move $c(f_0)$ to the other side of the inner product:

$$\langle S(f),S(g)\rangle=\sum_{j=0}^{k}(-1)^j\langle f_0,g_j\rangle\,\langle S(f_1,\dots,f_k),S(g_0,\dots,\widehat{g_j},\dots,g_k)\rangle .$$

By induction each remaining overlap is the minor of $M$ without row 0 and column $j$, so the sum is the Laplace expansion along the first row. The induction starts at $\langle v,v\rangle=1$, the determinant of the empty matrix.

## Zero norm settles the other two claims

With $g=f$, $\|S(f)\|^2=\det G_f$. This determinant vanishes exactly when $G_fx=0$ for some $x\neq0$. In that case

$$0=\sum_i\overline{x_i}\,(G_fx)_i=\Big\|\sum_j x_jf_j\Big\|^2,$$

so the orbitals are dependent. Conversely, $\sum_jx_jf_j=0$ gives $(G_fx)_i=\langle f_i,\sum_jx_jf_j\rangle=0$.

For mixing, let $d=S(f')-\det U\,S(f)$. For any orbitals $x_0,\dots,x_{k-1}$, with $M_{ij}=\langle x_i,f_j\rangle$,

$$\langle S(x),d\rangle=\det(MU)-\det U\det M=0 .$$

Since $d$ is itself a combination of two Slater determinants, $\langle d,d\rangle=0$ and $d=0$.

## Two orbitals in two modes

Take $f_0=(1,i)$ and $f_1=(1,1)$. Then

$$G_f=\begin{pmatrix}2&1-i\\1+i&2\end{pmatrix},\qquad \det G_f=4-2=2 .$$

Direct expansion agrees, since the mixing rule gives $c_pc_qv=-c_qc_pv$ and hence $c_pc_pv=0$:

$$(c_0+ic_1)(c_0+c_1)v=c_0c_1v+i\,c_1c_0v=(1-i)\,c_0c_1v,$$

which has squared norm 2. The overlap with $c_0c_1v$ is

$$\det\begin{pmatrix}1&-i\\1&1\end{pmatrix}=1+i .$$

Normalised, it is $(1+i)/\sqrt2$, of modulus 1: the two normalised vectors differ only by a phase and describe the same state.

## The Lean file

```lean
import Mathlib

open Matrix
open scoped ComplexConjugate

namespace SlaterDeterminants

noncomputable section

variable {ι H : Type*} [Fintype ι] [DecidableEq ι]
  [NormedAddCommGroup H] [InnerProductSpace ℂ H]

/-- Fermionic modes with a vacuum: `c p` is adjoint to `a p`, annihilators and creators
satisfy the mixed anticommutation relation, and the unit vector `v` is killed by every `a p`. -/
structure IsFermiVacuum (a c : ι → H →ₗ[ℂ] H) (v : H) : Prop where
  adjoint : ∀ p x y, inner ℂ (c p x) y = inner ℂ x (a p y)
  anticomm : ∀ p q x, a p (c q x) + c q (a p x) = if p = q then x else 0
  vacuum : ∀ p, a p v = 0
  unit : ‖v‖ = 1

omit [DecidableEq ι] in
/-- The operator `c(f) = ∑ f_p c_p` that creates a particle in the orbital `f`. -/
def create (c : ι → H →ₗ[ℂ] H) (f : EuclideanSpace ℂ ι) : H →ₗ[ℂ] H :=
  ∑ p, f p • c p

/-- The operator `a(f) = ∑ conj(f_p) a_p` that removes a particle from the orbital `f`. -/
def annihilate (a : ι → H →ₗ[ℂ] H) (f : EuclideanSpace ℂ ι) : H →ₗ[ℂ] H :=
  ∑ p, conj (f p) • a p

/-- The Slater determinant `c(f_0) ... c(f_{k-1}) v`, not normalised; for `k = 0` it is `v`. -/
def slater (c : ι → H →ₗ[ℂ] H) (v : H) : {k : ℕ} → (Fin k → EuclideanSpace ℂ ι) → H
  | 0, _ => v
  | _ + 1, f => create c (f 0) (slater c v fun i => f i.succ)

/-- The matrix of orbital overlaps `⟨f_i, g_j⟩`. -/
def overlap {k : ℕ} (f g : Fin k → EuclideanSpace ℂ ι) : Matrix (Fin k) (Fin k) ℂ :=
  Matrix.of fun i j => inner ℂ (f i) (g j)

variable {a c : ι → H →ₗ[ℂ] H} {v : H}

/-- Creation in an orbital is adjoint to annihilation in the same orbital. -/
theorem create_adjoint (hv : IsFermiVacuum a c v) (f : EuclideanSpace ℂ ι) (x y : H) :
    inner ℂ (create c f x) y = inner ℂ x (annihilate a f y) := by
  simp only [create, annihilate, LinearMap.sum_apply, LinearMap.smul_apply, sum_inner,
    inner_sum, inner_smul_left, inner_smul_right, hv.adjoint]

/-- For arbitrary orbitals the anticommutator of `a(h)` and `c(g)` is the overlap `⟨h, g⟩`. -/
theorem orbital_anticomm (hv : IsFermiVacuum a c v) (h g : EuclideanSpace ℂ ι) (x : H) :
    annihilate a h (create c g x) + create c g (annihilate a h x) = inner ℂ h g • x := by
  have h1 : annihilate a h (create c g x)
      = ∑ p, ∑ q, (conj (h p) * g q) • a p (c q x) := by
    simp only [annihilate, LinearMap.sum_apply, LinearMap.smul_apply]
    simp only [create, LinearMap.sum_apply, LinearMap.smul_apply]
    simp only [map_sum, map_smul, Finset.smul_sum, smul_smul]
  have h2 : create c g (annihilate a h x)
      = ∑ p, ∑ q, (conj (h p) * g q) • c q (a p x) := by
    simp only [create, LinearMap.sum_apply, LinearMap.smul_apply]
    simp only [annihilate, LinearMap.sum_apply, LinearMap.smul_apply]
    simp only [map_sum, map_smul, Finset.smul_sum, smul_smul]
    rw [Finset.sum_comm]
    exact Finset.sum_congr rfl fun p _ => Finset.sum_congr rfl fun q _ => by
      rw [mul_comm]
  have h3 : inner ℂ h g = ∑ p, conj (h p) * g p := by
    simp [PiLp.inner_apply, mul_comm]
  -- only the terms with equal modes survive
  rw [h1, h2, h3, Finset.sum_smul, ← Finset.sum_add_distrib]
  refine Finset.sum_congr rfl fun p _ => ?_
  rw [← Finset.sum_add_distrib]
  simp only [← smul_add, hv.anticomm, smul_ite, smul_zero, Finset.sum_ite_eq,
    Finset.mem_univ, if_true]

/-- Annihilation in the orbital `h` removes the orbitals of a Slater determinant one at a time,
with alternating signs and weights `⟨h, g_j⟩`. -/
theorem annihilate_slater (hv : IsFermiVacuum a c v) (h : EuclideanSpace ℂ ι) {k : ℕ}
    (g : Fin (k + 1) → EuclideanSpace ℂ ι) :
    annihilate a h (slater c v g) = ∑ j : Fin (k + 1),
      ((-1) ^ (j : ℕ) * inner ℂ h (g j)) • slater c v (fun i => g (j.succAbove i)) := by
  induction k with
  | zero =>
    have h0 : annihilate a h v = 0 := by
      simp [annihilate, LinearMap.sum_apply, hv.vacuum]
    have h1 := orbital_anticomm hv h (g 0) v
    rw [h0, map_zero, add_zero] at h1
    simpa [slater] using h1
  | succ k ih =>
    -- move `a(h)` past the first creator, then use the formula for the remaining ones
    have h1 := orbital_anticomm hv h (g 0) (slater c v fun i => g i.succ)
    rw [ih] at h1
    rw [Fin.sum_univ_succ]
    change annihilate a h (create c (g 0) (slater c v fun i => g i.succ)) = _
    rw [eq_sub_of_add_eq h1, sub_eq_add_neg, map_sum, ← Finset.sum_neg_distrib]
    congr 1
    · simp
    · refine Finset.sum_congr rfl fun j _ => ?_
      have h2 : slater c v (fun i => g (j.succ.succAbove i))
          = create c (g 0) (slater c v fun i => g (j.succAbove i).succ) := by
        simp only [slater, Fin.succ_succAbove_zero, Fin.succ_succAbove_succ]
      rw [h2, map_smul, ← neg_smul, Fin.val_succ, pow_succ]
      congr 1
      ring

/-- The overlap of two Slater determinants with equally many particles is the determinant
of the matrix of orbital overlaps. -/
theorem inner_slater (hv : IsFermiVacuum a c v) {k : ℕ} (f g : Fin k → EuclideanSpace ℂ ι) :
    inner ℂ (slater c v f) (slater c v g) = (overlap f g).det := by
  induction k with
  | zero => simp [slater, hv.unit, inner_self_eq_norm_sq_to_K]
  | succ k ih =>
    -- the contraction formula is the Laplace expansion along the first row
    rw [Matrix.det_succ_row_zero]
    change inner ℂ (create c (f 0) (slater c v fun i => f i.succ)) _ = _
    rw [create_adjoint hv, annihilate_slater hv, inner_sum]
    refine Finset.sum_congr rfl fun j _ => ?_
    rw [inner_smul_right, ih]
    rfl

omit [DecidableEq ι] in
/-- The determinant of the overlaps of orbitals among themselves vanishes exactly when the
orbitals are linearly dependent. -/
theorem det_overlap_eq_zero_iff {k : ℕ} (f : Fin k → EuclideanSpace ℂ ι) :
    (overlap f f).det = 0 ↔ ¬ LinearIndependent ℂ f := by
  have key : ∀ (x : Fin k → ℂ) (i : Fin k),
      (overlap f f *ᵥ x) i = inner ℂ (f i) (∑ j, x j • f j) := fun x i => by
    simp [overlap, Matrix.mulVec, dotProduct, mul_comm]
  rw [← Matrix.exists_mulVec_eq_zero_iff, Fintype.not_linearIndependent_iff]
  constructor
  · rintro ⟨x, hx, h0⟩
    refine ⟨x, ?_, Function.ne_iff.mp hx⟩
    -- a null vector of the overlap matrix gives a combination of zero norm
    apply (inner_self_eq_zero (𝕜 := ℂ)).mp
    rw [sum_inner]
    refine Finset.sum_eq_zero fun i _ => ?_
    rw [inner_smul_left, ← key, h0]
    simp
  · rintro ⟨x, h0, hx⟩
    exact ⟨x, Function.ne_iff.mpr hx, funext fun i => (key x i).trans (by simp [h0])⟩

/-- A Slater determinant is the zero vector exactly when its orbitals are linearly dependent. -/
theorem slater_eq_zero_iff (hv : IsFermiVacuum a c v) {k : ℕ}
    (f : Fin k → EuclideanSpace ℂ ι) :
    slater c v f = 0 ↔ ¬ LinearIndependent ℂ f := by
  rw [← det_overlap_eq_zero_iff, ← inner_slater hv, inner_self_eq_zero]

/-- Mixing the occupied orbitals among themselves by a square matrix `U` multiplies the
Slater determinant by `det U`. -/
theorem slater_mix (hv : IsFermiVacuum a c v) {k : ℕ} (f : Fin k → EuclideanSpace ℂ ι)
    (U : Matrix (Fin k) (Fin k) ℂ) :
    slater c v (fun j => ∑ i, U i j • f i) = U.det • slater c v f := by
  -- the difference of the two sides is orthogonal to every Slater determinant
  have key : ∀ x : Fin k → EuclideanSpace ℂ ι, inner ℂ (slater c v x)
      (slater c v (fun j => ∑ i, U i j • f i) - U.det • slater c v f) = 0 := fun x => by
    have hU : overlap x (fun j => ∑ i, U i j • f i) = overlap x f * U := by
      ext i j
      simp [overlap, Matrix.mul_apply, mul_comm]
    rw [inner_sub_right, inner_smul_right, inner_slater hv, inner_slater hv, hU,
      Matrix.det_mul]
    ring
  apply sub_eq_zero.mp
  apply (inner_self_eq_zero (𝕜 := ℂ)).mp
  rw [inner_sub_left, inner_smul_left, key, key]
  simp

/-- A four-by-four matrix as an operator on the Fock space of two modes. -/
def onFock (A : Matrix (Fin 4) (Fin 4) ℂ) :
    EuclideanSpace ℂ (Fin 4) →ₗ[ℂ] EuclideanSpace ℂ (Fin 4) where
  toFun x := WithLp.toLp 2 (A *ᵥ x.ofLp)
  map_add' x y := by simp [Matrix.mulVec_add]
  map_smul' r x := by simp [Matrix.mulVec_smul]

/-- The creation matrices of two modes in the occupation basis `00, 10, 01, 11`. -/
def twoMode : Fin 2 → Matrix (Fin 4) (Fin 4) ℂ :=
  ![!![0, 0, 0, 0; 1, 0, 0, 0; 0, 0, 0, 0; 0, 0, 1, 0],
    !![0, 0, 0, 0; 0, 0, 0, 0; 1, 0, 0, 0; 0, -1, 0, 0]]

/-- The two-mode creation matrices, their conjugate transposes and the first basis vector
form fermionic modes with a vacuum. -/
theorem isFermiVacuum_witness :
    IsFermiVacuum (fun p => onFock (twoMode p)ᴴ) (fun p => onFock (twoMode p))
      (EuclideanSpace.single 0 1) where
  adjoint p x y := by
    fin_cases p <;>
      simp [onFock, twoMode, PiLp.inner_apply, Matrix.mulVec, dotProduct,
        Fin.sum_univ_four]
  anticomm p q x := by
    fin_cases p <;> fin_cases q <;> ext i <;> fin_cases i <;>
      simp [onFock, twoMode, Matrix.mulVec, dotProduct, Fin.sum_univ_four]
  vacuum p := by
    fin_cases p <;> ext i <;> fin_cases i <;> simp [onFock, twoMode]
  unit := by simp

end

end SlaterDeterminants
```

```lean
#print axioms SlaterDeterminants.inner_slater
-- 'SlaterDeterminants.inner_slater' depends on axioms: [propext, Classical.choice, Quot.sound]
#print axioms SlaterDeterminants.slater_eq_zero_iff
-- 'SlaterDeterminants.slater_eq_zero_iff' depends on axioms: [propext, Classical.choice, Quot.sound]
#print axioms SlaterDeterminants.slater_mix
-- 'SlaterDeterminants.slater_mix' depends on axioms: [propext, Classical.choice, Quot.sound]
```

## From contraction to determinant in Lean

`create_adjoint` expands both sums and applies the adjoint relation mode by mode. `orbital_anticomm` writes the two operator products as double sums with the same coefficients, adds them, and keeps the terms with $p=q$.

`annihilate_slater` is the contraction formula, by induction on `k`. `Fin.sum_univ_succ` splits off the term $j=0$, and `eq_sub_of_add_eq` moves $a(h)$ past the first creator. The step `h2` records that removing a later orbital leaves `g 0` in front.

In `inner_slater`, `Matrix.det_succ_row_zero` supplies the Laplace expansion. `create_adjoint` and `annihilate_slater` turn the left side into the same sum, which is compared term by term.

`det_overlap_eq_zero_iff` uses `key` to identify the overlap matrix acting on $x$ with the inner products $\langle f_i,\sum_jx_jf_j\rangle$; its two branches are the two directions above. `slater_eq_zero_iff` then combines this with the norm formula. In `slater_mix`, `key` is the orthogonality of $d$ to every Slater determinant, and `hU` is the matrix identity behind $\det(MU)$.

Finally, `isFermiVacuum_witness` checks the four relations entry by entry for explicit two-mode matrices on $\mathbb C^4$, so the hypotheses are satisfiable. The entry $-1$ in the second creation matrix is the fermionic sign for passing an occupied first mode.
